# Exact mean squared amplitude of the binary Anderson chain at zero energy

An electron moves along a chain of two kinds of atoms placed at random. One kind has on-site energy $+W$, the other $-W$, and hopping between neighbours has strength 1, which sets the unit of energy. If the wave function is started at the left end at energy zero and followed site by site, its amplitude depends on the sequence of atoms. How large is its square at site $n$, averaged over all sequences?

Let $u_n$ be the amplitude and $V_n=\pm W$ the potential at site $n$. The Schrödinger equation $u_{n+2}+u_n+V_{n+1}u_{n+1}=E\,u_{n+1}$ at $E=0$ gives

$$u_{n+2}=-V_{n+1}u_{n+1}-u_n,\qquad u_0=0,\quad u_1=1 .$$

With $a_n$ for the average of $u_n^2$ over all sign sequences, the answer is

$$a_n=\frac{L^n-(-1/L)^n}{L+1/L},\qquad L=\frac{W^2+\sqrt{W^4+4}}{2}.$$

For this non-interacting chain at a single energy, the formula gives an exact number against which to test a transfer-matrix program that averages $u_n^2$ over disorder. It rests on four conditions: the energy and starting values, the range of sites averaged over, independent signs of equal weight, and, for exponential growth only, $W\neq0$.

## Zero energy and a wall at site 0

The value $u_0=0$ is a hard wall, and $u_1=1$ fixes the scale of a solution that is not normalised. This is an initial-value problem: no condition is imposed at the right end, so $u_n$ is in general not an eigenstate of a finite chain.

```lean
import Mathlib

open Finset Filter Topology

namespace BinaryAndersonChain

noncomputable section
```

A disorder configuration is a finite set `S` of sites. Sites in `S` carry $+W$, all others $-W$.

```lean
/-- The binary on-site potential: `+W` on the sites in `S` and `-W` on all other sites. -/
def potential (W : ℝ) (S : Finset ℕ) (n : ℕ) : ℝ := if n ∈ S then W else -W
```

The recursion is then a definition by cases, valid for any real potential `V`.

```lean
/-- The zero-energy amplitude of the chain with potential `V`, started from
`u 0 = 0` and `u 1 = 1`. -/
def amplitude (V : ℕ → ℝ) : ℕ → ℝ
  | 0 => 0
  | 1 => 1
  | n + 2 => -V (n + 1) * amplitude V (n + 1) - amplitude V n
```

Zero energy and the starting values are therefore built into `amplitude` and do not appear as assumptions of the theorems. By hand, $E=0$ matters when $u_{n+2}$ is squared: the coefficient of $u_{n+1}$ is then $-V_{n+1}$, whose average is zero. At another energy it would be $E-V_{n+1}$, and a term $-2E\,u_{n+1}u_n$ would survive the average, adding a correlation between neighbouring amplitudes to the two-step recursion derived below. The starting values enter only through $a_0=0$ and $a_1=1$.

## Averaging over enough sites: $n\le N$

The average runs over the $2^N$ configurations of the sites $0,\dots,N-1$, each with the same weight. The quantity `secondMoment W N n` is the resulting mean of $u_n^2$, and `growthFactor W` is $L$.

```lean
/-- The uniform average of `f` over the `2 ^ N` binary configurations of the sites
`0, ..., N - 1`. -/
def average (N : ℕ) (f : Finset ℕ → ℝ) : ℝ :=
  (∑ S ∈ (range N).powerset, f S) / 2 ^ N

/-- The disorder average of the squared amplitude at site `n`, taken over all
configurations of the first `N` sites. -/
def secondMoment (W : ℝ) (N n : ℕ) : ℝ :=
  average N (fun S => amplitude (potential W S) n ^ 2)

/-- The number `L = (W² + √(W⁴ + 4)) / 2`. -/
def growthFactor (W : ℝ) : ℝ := (W ^ 2 + √(W ^ 4 + 4)) / 2
```

The amplitude $u_n$ depends only on $V_1,\dots,V_{n-1}$. The condition $n\le N$ ensures that all of these are averaged over. The potential $V_0$ never enters the recursion, so including site 0 merely counts every case twice.

Without the condition the formula can fail, because sites from $N$ onwards are not in `S` and are frozen at $-W$. Take $n=3$, where $u_3=V_1V_2-1$. With $N=1$ both potentials are frozen and the mean is $(W^2-1)^2$, whereas the formula gives $W^4+1$. The condition is sufficient but not sharp: $N=2$ already gives $W^4+1$.

The first lemma expresses this dependence: switching a site $N\ge n$ to $+W$ leaves $u_n$ alone. The induction goes two steps at a time, like the recursion. At each step the potential in use sits at site $n+1$, which differs from $N$.

```lean
/-- The amplitude at site `n` does not change when the potential at a site `N ≥ n`
is set to `+W`. -/
theorem amplitude_insert (W : ℝ) (S : Finset ℕ) {n N : ℕ} (h : n ≤ N) :
    amplitude (potential W (insert N S)) n = amplitude (potential W S) n := by
  induction n using Nat.twoStepInduction with
  | zero => rfl
  | one => rfl
  | more n ih0 ih1 =>
    have hne : n + 1 ≠ N := by omega
    have hp : potential W (insert N S) (n + 1) = potential W S (n + 1) := by
      simp [potential, hne]
    simp only [amplitude, hp, ih0 (by omega), ih1 (by omega)]
```

Next, a configuration of $N+1$ sites is a configuration `S` of the first $N$ sites together with a choice at site $N$: either `S` itself, with $-W$ there, or `insert N S`, with $+W$. Averaging over $N+1$ sites thus means averaging over these two choices first and over `S` afterwards.

```lean
/-- Averaging over `N + 1` sites is averaging over the two signs at site `N`, and then
over the first `N` sites. -/
theorem average_succ (N : ℕ) (f : Finset ℕ → ℝ) :
    average (N + 1) f = average N (fun S => (f S + f (insert N S)) / 2) := by
  unfold average
  rw [Finset.range_add_one, Finset.sum_powerset_insert (by simp),
    ← Finset.sum_add_distrib, ← Finset.sum_div, pow_succ]
  ring
```

The average is also linear.

```lean
/-- The disorder average is linear. -/
theorem average_linear (N : ℕ) (a : ℝ) (f g : Finset ℕ → ℝ) :
    average N (fun S => a * f S + g S) = a * average N f + average N g := by
  unfold average
  rw [Finset.sum_add_distrib, ← Finset.mul_sum]
  ring
```

Together, the first two lemmas show that an extra site beyond the reach of $u_n$ does not change the mean: the two values being averaged are equal. This is why $a_n$ can be written without an index $N$ whenever $n\le N$.

```lean
/-- Adding a disordered site `N ≥ n` leaves the mean squared amplitude at site `n`
unchanged. -/
theorem secondMoment_add_site (W : ℝ) {n N : ℕ} (h : n ≤ N) :
    secondMoment W (N + 1) n = secondMoment W N n := by
  unfold secondMoment
  rw [average_succ]
  simp only [amplitude_insert W _ h, add_self_div_two]
```

## Independent signs of equal weight

A uniform average over all subsets describes an alloy in which each site is occupied independently, by either kind of atom with probability one half. This gives the central step. Squaring the recursion,

$$u_{n+2}^2=V_{n+1}^2u_{n+1}^2+2V_{n+1}u_{n+1}u_n+u_n^2 .$$

Neither $u_{n+1}$ nor $u_n$ depends on $V_{n+1}$. Average first over the sign of $V_{n+1}$ with all other signs fixed. The first term becomes $W^2u_{n+1}^2$, because $V_{n+1}^2=W^2$ for both signs. The middle term cancels, and the last is unchanged. Averaging over the remaining signs gives

$$a_{n+2}=W^2a_{n+1}+a_n .$$

With unequal weights the middle term would leave the mean potential times $2u_{n+1}u_n$, and the average of that product would enter the two-step recursion as an extra term. Correlations between sites can also spoil the step, since fixing the other signs may then bias the sign of $V_{n+1}$.

```lean
/-- If `n + 2 ≤ N`, the mean squared amplitude at site `n + 2`, averaged over the first `N` sites,
is `W²` times that at site `n + 1` plus that at site `n`. -/
theorem secondMoment_recursion (W : ℝ) {n N : ℕ} (h : n + 2 ≤ N) :
    secondMoment W N (n + 2) = W ^ 2 * secondMoment W N (n + 1) + secondMoment W N n := by
  induction N, h using Nat.le_induction with
  | base =>
    have h1 : secondMoment W (n + 2) (n + 1) = secondMoment W (n + 1) (n + 1) :=
      secondMoment_add_site W le_rfl
    have h0 : secondMoment W (n + 2) n = secondMoment W (n + 1) n :=
      secondMoment_add_site W (Nat.le_succ n)
    rw [h1, h0]
    unfold secondMoment
    rw [← average_linear, average_succ (n + 1)]
    unfold average
    congr 1
    apply Finset.sum_congr rfl
    intro S hS
    have hn : n + 1 ∉ S := fun hmem => by
      have := Finset.mem_powerset.1 hS hmem
      simp at this
    have e : ∀ V : ℕ → ℝ, amplitude V (n + 2) =
        -V (n + 1) * amplitude V (n + 1) - amplitude V n := fun _ => rfl
    have p1 : potential W S (n + 1) = -W := by simp [potential, hn]
    have p2 : potential W (insert (n + 1) S) (n + 1) = W := by simp [potential]
    -- the cross terms for the two signs of the potential cancel
    simp only [e, p1, p2, amplitude_insert W S (le_refl (n + 1)),
      amplitude_insert W S (Nat.le_succ n)]
    ring
  | succ N hN ih =>
    rw [secondMoment_add_site W hN, secondMoment_add_site W (by omega : n + 1 ≤ N),
      secondMoment_add_site W (by omega : n ≤ N), ih]
```

The Lean proof starts from the smallest allowed range, $N=n+2$, whose last site is $n+1$. The lemma `secondMoment_add_site` removes that site from the two averages on the right. Linearity merges them into one average over $n+1$ sites, and `average_succ` brings the left side to the same form. It then suffices to compare the summands for each `S`. The facts `p1` and `p2` give the potential at site $n+1$ as $-W$ and $+W$ for the two choices, and `ring` carries out the cancellation of the cross terms. For larger $N$, induction removes the surplus sites one by one.

## The strength $W$: any real value for the formula, non-zero for growth

To solve the recursion, look for powers $x^n$. They satisfy it when $x^2=W^2x+1$. With $s=\sqrt{W^4+4}$ and $L=(W^2+s)/2$,

$$L^2=\frac{W^4+2W^2s+W^4+4}{4}=W^2\,\frac{W^2+s}{2}+1=W^2L+1 ,$$

so $L$ is a root, and it is positive. Dividing by $L$ gives $-1/L=W^2-L$. Since the two roots add up to $W^2$, the second root is $M=-1/L$.

```lean
/-- The number `L` is positive and solves the characteristic equation
`L² = W² L + 1`. -/
theorem growthFactor_spec (W : ℝ) :
    0 < growthFactor W ∧ growthFactor W ^ 2 = W ^ 2 * growthFactor W + 1 := by
  have hs : √(W ^ 4 + 4) ^ 2 = W ^ 4 + 4 := Real.sq_sqrt (by positivity)
  constructor
  · unfold growthFactor
    positivity
  · unfold growthFactor
    linear_combination hs / 4
```

None of this needs $W\neq0$. That condition says that the two kinds of atom really differ, and it makes $L$ exceed one: then $W^2L>0$, so $L^2=W^2L+1>1$. The Lean proof assumes $L\le1$ and derives a contradiction from the same equation.

```lean
/-- For non-zero disorder strength, `L` exceeds one. -/
theorem one_lt_growthFactor {W : ℝ} (hW : W ≠ 0) : 1 < growthFactor W := by
  obtain ⟨hL, hsq⟩ := growthFactor_spec W
  have hpos : 0 < W ^ 2 * growthFactor W := by positivity
  by_contra h
  nlinarith [mul_nonneg hL.le (sub_nonneg.2 (not_lt.1 h))]
```

The closed formula follows by two-step induction. At $n=0$ the numerator is $1-1=0$, and at $n=1$ it equals the denominator $L+1/L$. If the formula holds at $n$ and $n+1$, the numerator at $n+2$ is

$$W^2(L^{n+1}-M^{n+1})+L^n-M^n=L^n(W^2L+1)-M^n(W^2M+1)=L^{n+2}-M^{n+2}.$$

The theorem `secondMoment_eq` states that for every real $W$ and all $n\le N$, the average over the first $N$ sites has this closed form. The sign of $W$ is irrelevant, as changing it only exchanges the two kinds of atom.

```lean
/-- The average of `u_n²` over all sign sequences of the binary Anderson chain at zero
energy is `(L^n - (-1/L)^n) / (L + 1/L)`. -/
theorem secondMoment_eq (W : ℝ) {n N : ℕ} (h : n ≤ N) :
    secondMoment W N n =
      (growthFactor W ^ n - (-1 / growthFactor W) ^ n) /
        (growthFactor W + 1 / growthFactor W) := by
  obtain ⟨hL, hsq⟩ := growthFactor_spec W
  induction n using Nat.twoStepInduction with
  | zero => simp [secondMoment, average, amplitude]
  | one =>
    have h1 : secondMoment W N 1 = 1 := by simp [secondMoment, average, amplitude]
    have hD : growthFactor W + 1 / growthFactor W ≠ 0 := by positivity
    rw [h1, pow_one, pow_one, eq_div_iff hD]
    ring
  | more n ih0 ih1 =>
    -- the second root of the characteristic equation is -1/L
    have hinv : -1 / growthFactor W = W ^ 2 - growthFactor W := by
      rw [div_eq_iff hL.ne']
      linear_combination hsq
    have hM : (-1 / growthFactor W) ^ 2 = W ^ 2 * (-1 / growthFactor W) + 1 := by
      rw [hinv]
      linear_combination hsq
    have key : ∀ M D : ℝ, M ^ 2 = W ^ 2 * M + 1 →
        W ^ 2 * ((growthFactor W ^ (n + 1) - M ^ (n + 1)) / D) +
          (growthFactor W ^ n - M ^ n) / D =
        (growthFactor W ^ (n + 2) - M ^ (n + 2)) / D := by
      intro M D hM'
      linear_combination (-(growthFactor W ^ n) / D) * hsq + (M ^ n / D) * hM'
    rw [secondMoment_recursion W h, ih1 (by omega), ih0 (by omega)]
    exact key _ _ hM
```

In the proof, `hinv` and `hM` identify $-1/L$ as the second root. The statement `key` is the displayed calculation divided by a common denominator, with `linear_combination` supplying the two root equations.

For $W\neq0$ there is also a growth law. Dividing the formula by $L^n$,

$$\frac{a_n}{L^n}=\frac{1-(-1/L^2)^n}{L+1/L}\;\longrightarrow\;\frac{1}{L+1/L}\qquad(n\to\infty),$$

because $1/L^2<1$. At $W=0$ this fails. There $L=1$ and the amplitudes run $0,1,0,-1,\dots$, so $a_n$ alternates between 0 and 1 and has no limit. The closed formula still holds and reads $(1-(-1)^n)/2$.

```lean
/-- For non-zero disorder strength, the mean squared amplitude at site `n` divided by
`L^n` tends to `1 / (L + 1/L)`. -/
theorem secondMoment_asymptotics {W : ℝ} (hW : W ≠ 0) :
    Tendsto (fun n : ℕ => secondMoment W n n / growthFactor W ^ n) atTop
      (𝓝 (1 / (growthFactor W + 1 / growthFactor W))) := by
  have hL := (growthFactor_spec W).1
  have h1 := one_lt_growthFactor hW
  -- the ratio of the two roots has modulus below one
  have hq : |(-1 / growthFactor W) / growthFactor W| < 1 := by
    have e : (-1 / growthFactor W) / growthFactor W = -(1 / growthFactor W ^ 2) := by
      rw [div_div, neg_div, sq]
    rw [e, abs_neg, abs_of_pos (by positivity), div_lt_one (by positivity)]
    nlinarith
  have key : ∀ (M D : ℝ) (n : ℕ), (1 - (M / growthFactor W) ^ n) / D =
      (growthFactor W ^ n - M ^ n) / D / growthFactor W ^ n := by
    intro M D n
    have hn : growthFactor W ^ n ≠ 0 := pow_ne_zero n hL.ne'
    rw [div_pow, div_right_comm, sub_div (growthFactor W ^ n), div_self hn]
  have ht := ((tendsto_const_nhds (x := (1 : ℝ))).sub
    (tendsto_pow_atTop_nhds_zero_of_abs_lt_one hq)).div_const
      (growthFactor W + 1 / growthFactor W)
  rw [sub_zero] at ht
  refine ht.congr (fun n => ?_)
  show _ = secondMoment W n n / growthFactor W ^ n
  rw [secondMoment_eq W (le_refl n)]
  exact key _ _ n

end

end BinaryAndersonChain
```

In `secondMoment_asymptotics` the number of averaged sites grows with the position, $N=n$, so the condition $n\le N$ is always met. The fact `hq` bounds the ratio of the two roots below one in modulus, which sends its powers to zero. The remaining lines turn the limit of $1-(M/L)^n$ into that of $a_n/L^n$.

```lean
#print axioms BinaryAndersonChain.secondMoment_eq
-- 'BinaryAndersonChain.secondMoment_eq' depends on axioms: [propext, Classical.choice, Quot.sound]
#print axioms BinaryAndersonChain.secondMoment_asymptotics
-- 'BinaryAndersonChain.secondMoment_asymptotics' depends on axioms: [propext, Classical.choice, Quot.sound]
```

## Four sites with $W=1$

For $W=1$ the recursion is $a_{n+2}=a_{n+1}+a_n$, so the means are the Fibonacci numbers $0,1,1,2,3,\dots$ and $L=(1+\sqrt5)/2\approx1.618$.

The value $a_4=3$ can be checked by listing signs. Here $u_2=-V_1$, $u_3=V_1V_2-1$ and $u_4=-V_3u_3+V_1$.

- If $V_1=V_2$, then $u_3=0$ and $u_4=V_1$, so $u_4^2=1$.
- If $V_1=-V_2$, then $u_3=-2$ and $u_4=2V_3+V_1$. Its square is 9 when $V_3=V_1$ and 1 otherwise, which averages to 5.

The two cases are equally likely, so the mean is $(1+5)/2=3$. The formula gives $(6.854-0.146)/2.236\approx3.000$. The ratio $a_4/L^4\approx0.438$ is already close to its limit $1/\sqrt5\approx0.447$.

## Mean growth and localisation

The exponential growth found here is that of a mean square, to which rare sequences with very large amplitudes can contribute strongly. A typical sequence may grow more slowly than $L^{n/2}$ in amplitude. Anderson localisation concerns the decay of eigenstates in individual disordered chains, and the theorems above do not establish it.
